# The second derivative of any multiple of a harmonic-oscillator orbital

The theorem `orbital_second_deriv` concerns one particle on a line in a harmonic potential, in units ħ = m = ω = 1. It says that if f is any real constant c times the n-th oscillator orbital, then f″(x) = (x² − (2n + 1)) f(x) at every real x. This is the stationary Schrödinger equation with energy n + 1/2, solved for the second derivative; since c is arbitrary, f need not be normalised. The attempt proves a rule for differentiating a polynomial times the Gaussian exp(−x²/2), applies it twice, and finishes with the identity for the derivative of a Hermite polynomial.

In Lean, a first try:

```lean
import Mathlib

open MeasureTheory Polynomial Set Filter
open scoped Real Topology

namespace OrbitalSecondDeriv

noncomputable section

/-- Hermite polynomials, generated by the raising rule `H (n+1) = 2 x H n - (H n)'`. -/
def hermiteH : ℕ → ℝ[X]
  | 0 => 1
  | n + 1 => C 2 * X * hermiteH n - derivative (hermiteH n)

/-- The oscillator orbital on the line with quantum number `n`, in units `ħ = m = ω = 1`. -/
def orbital (n : ℕ) (x : ℝ) : ℝ :=
  (√((2 : ℝ) ^ n * (n.factorial : ℝ) * √π))⁻¹ *
    ((hermiteH n).eval x * Real.exp (-x ^ 2 / 2))

/-- Differentiation lowers a Hermite polynomial: `(H (n+1))' = 2 (n+1) H n`. -/
theorem derivative_hermiteH (n : ℕ) :
    derivative (hermiteH (n + 1)) = C (2 * ((n : ℝ) + 1)) * hermiteH n := by
  induction n with
  | zero => simp [hermiteH]
  | succ n ih =>
    have e : hermiteH (n + 1 + 1)
        = C 2 * X * hermiteH (n + 1) - derivative (hermiteH (n + 1)) := rfl
    have e1 : hermiteH (n + 1) = C 2 * X * hermiteH n - derivative (hermiteH n) := rfl
    have c : (C (2 * (((n + 1 : ℕ) : ℝ) + 1)) : ℝ[X]) = C 2 + C (2 * ((n : ℝ) + 1)) := by
      rw [← C_add]
      congr 1
      push_cast
      ring
    rw [e, c]
    simp only [derivative_sub, derivative_mul, derivative_C, derivative_X, ih]
    linear_combination (-C (2 * ((n : ℝ) + 1))) * e1

/-- Any multiple `f` of the `n`-th orbital obeys `f'' = (x² - (2n + 1)) f`. -/
theorem orbital_second_deriv (n : ℕ) (c x : ℝ) :
    deriv (deriv fun s => c * orbital n s) x
      = (x ^ 2 - (2 * n + 1)) * (c * orbital n x) := by
  -- derivative of a polynomial times the Gaussian
  have key : ∀ (Q : ℝ[X]) (K x : ℝ),
      HasDerivAt (fun s => K * (Q.eval s * Real.exp (-s ^ 2 / 2)))
        (K * ((derivative Q - X * Q).eval x * Real.exp (-x ^ 2 / 2))) x := by
    intro Q K x
    have h0 : HasDerivAt (fun s : ℝ => -s ^ 2 / 2) (-x) x := by
      have h := ((hasDerivAt_id' x).fun_mul (hasDerivAt_id' x)).const_mul (-1 / 2 : ℝ)
      convert h using 1
      · funext s
        ring
      · ring
    refine (((Q.hasDerivAt x).fun_mul h0.exp).const_mul K).congr_deriv ?_
    simp only [eval_sub, eval_mul, eval_X]
    ring
  have o := congrArg (eval x) (derivative_hermiteH n)
  rw [show hermiteH (n + 1) = C 2 * X * hermiteH n - derivative (hermiteH n) from rfl] at o
  simp only [orbital]
  generalize (√((2 : ℝ) ^ n * (n.factorial : ℝ) * √π))⁻¹ = a
  simp only [← mul_assoc c a]
  rw [show (deriv fun s => c * a * ((hermiteH n).eval s * Real.exp (-s ^ 2 / 2))) = _ from
    funext fun s => (key (hermiteH n) (c * a) s).deriv, (key _ _ x).deriv]
  simp only [derivative_sub, derivative_mul, derivative_C, derivative_X, eval_sub, eval_add,
    eval_mul, eval_C, eval_X, eval_zero, eval_one] at o ⊢
  linear_combination (-(c * a * Real.exp (-x ^ 2 / 2))) * o

end

end OrbitalSecondDeriv
```

The error:

```
Main.lean:50:8: error: Tactic `apply` failed: could not unify the conclusion of `@_root_.funext`
  ?f = ?g
with the goal
  Real.instAddCommGroup = Real.normedCommRing.toAddCommGroup

Note: The full type of `@_root_.funext` is
  ∀ {α : Sort ?u.143} {β : α → Sort ?u.142} {f g : (x : α) → β x}, (∀ (x : α), f x = g x) → f = g

case e'_4
n : ℕ
c x✝ : ℝ
Q : ℝ[X]
K x : ℝ
h : HasDerivAt (fun y => -1 / 2 * (y * y)) (-1 / 2 * (1 * x + x * 1)) x
⊢ Real.instAddCommGroup = Real.normedCommRing.toAddCommGroup
Main.lean:52:8: error: `ring_nf` made no progress on the goal
Main.lean:47:61: error: unsolved goals
case e'_8
n : ℕ
c x✝ : ℝ
Q : ℝ[X]
K x : ℝ
h : HasDerivAt (fun y => -1 / 2 * (y * y)) (-1 / 2 * (1 * x + x * 1)) x
⊢ (fun s => -s ^ 2 / 2) = fun y => -1 / 2 * (y * y)

case e'_9
n : ℕ
c x✝ : ℝ
Q : ℝ[X]
K x : ℝ
h : HasDerivAt (fun y => -1 / 2 * (y * y)) (-1 / 2 * (1 * x + x * 1)) x
⊢ -x = -1 / 2 * (1 * x + x * 1)
```

The failure is in the auxiliary fact `h0`, that −s²/2 has derivative −x at x. The proof expected `convert h using 1` to leave two goals, equality of the functions and equality of the derivatives. It also left goals ahead of these. The first asks that two additive group structures on ℝ be equal, and `funext` cannot apply to it because it is not an equality of functions. The second bullet's `ring` also met a goal it could not advance, which the message does not print. The two intended goals, `e'_8` and `e'_9`, were never reached, hence the "unsolved goals" error.

The repair does without `convert`. The `rw` puts the function into the form it has in `h`, with `funext s; ring` now proving a stated equality of functions. Then `h.congr_deriv` changes only the derivative's value, and `ring` proves that the two values agree. The group structures no longer appear as a goal, since `exact` matches them by unfolding definitions.

The change, after which it compiles:

```diff
@@ -47,8 +47,6 @@
     have h0 : HasDerivAt (fun s : ℝ => -s ^ 2 / 2) (-x) x := by
       have h := ((hasDerivAt_id' x).fun_mul (hasDerivAt_id' x)).const_mul (-1 / 2 : ℝ)
-      convert h using 1
-      · funext s
-        ring
-      · ring
+      rw [show (fun s : ℝ => -s ^ 2 / 2) = fun s => -1 / 2 * (s * s) by funext s; ring]
+      exact h.congr_deriv (by ring)
     refine (((Q.hasDerivAt x).fun_mul h0.exp).const_mul K).congr_deriv ?_
     simp only [eval_sub, eval_mul, eval_X]
```
